**Tetrahedral symmetry leaves three parameters in a real coupling matrix of six cubic valleys**

**A:** A real 6×6 matrix on the valleys +x, −x, +y, −y, +z, −z commutes with the valley permutations of Td exactly when it has one diagonal entry E, one entry −a between opposite valleys and one entry −b between perpendicular valleys. Its eigenvalues are

E − a − 4b (A1, once)
E − a + 2b (doublet, twice)
E + a (T2, three times)

The doublet's usual label is also E, but here E is always the diagonal energy.

**Q:** Which physical problem is this?

**A:** The valley-orbit splitting of the lowest level of a shallow substitutional donor in silicon, in a one-electron, spinless model with six states. The numbers a and b stand for the coupling of valleys by the donor's short-range potential. Their values and signs are left free.

```lean
import Mathlib

open Matrix

namespace ValleyInvariants

noncomputable section

/-- The three cubic axes. -/
inductive Axis
  | x | y | z
  deriving DecidableEq

instance : Fintype Axis := ⟨{.x, .y, .z}, by rintro (_ | _ | _) <;> simp⟩

/-- A valley is an axis together with a sign, `true` for plus and `false` for minus. -/
abbrev Valley := Axis × Bool

/-- The sign of a valley as a real number. -/
def sgn : Bool → ℝ
  | true => 1
  | false => -1

/-- The direction of a valley in space. -/
def dir : Valley → Fin 3 → ℝ
  | (.x, s) => ![sgn s, 0, 0]
  | (.y, s) => ![0, sgn s, 0]
  | (.z, s) => ![0, 0, sgn s]
```

**Q:** A `Valley` is only an axis with a Boolean sign. Where is Td?

**A:** In three permutations that generate its action: a threefold rotation, a half turn about z and the x-y mirror.

```lean
/-- The threefold rotation x → y → z → x on the valleys. -/
def cyclic : Equiv.Perm Valley where
  toFun
    | (.x, s) => (.y, s)
    | (.y, s) => (.z, s)
    | (.z, s) => (.x, s)
  invFun
    | (.x, s) => (.z, s)
    | (.y, s) => (.x, s)
    | (.z, s) => (.y, s)
  left_inv := by rintro ⟨_ | _ | _, _ | _⟩ <;> rfl
  right_inv := by rintro ⟨_ | _ | _, _ | _⟩ <;> rfl

/-- The half turn about z on the valleys. -/
def halfTurn : Equiv.Perm Valley where
  toFun
    | (.x, s) => (.x, !s)
    | (.y, s) => (.y, !s)
    | (.z, s) => (.z, s)
  invFun
    | (.x, s) => (.x, !s)
    | (.y, s) => (.y, !s)
    | (.z, s) => (.z, s)
  left_inv := by rintro ⟨_ | _ | _, _ | _⟩ <;> rfl
  right_inv := by rintro ⟨_ | _ | _, _ | _⟩ <;> rfl

/-- The mirror that exchanges x and y on the valleys. -/
def mirror : Equiv.Perm Valley where
  toFun
    | (.x, s) => (.y, s)
    | (.y, s) => (.x, s)
    | (.z, s) => (.z, s)
  invFun
    | (.x, s) => (.y, s)
    | (.y, s) => (.x, s)
    | (.z, s) => (.z, s)
  left_inv := by rintro ⟨_ | _ | _, _ | _⟩ <;> rfl
  right_inv := by rintro ⟨_ | _ | _, _ | _⟩ <;> rfl
```

`permMat σ` moves the amplitude on valley w to σ w. `valleyH E a b` is the three-parameter matrix; the other definitions are a one-way coupling and two families of valley vectors.

```lean
/-- The matrix that moves the amplitude of each valley `w` to the valley `σ w`. -/
def permMat (σ : Equiv.Perm Valley) : Matrix Valley Valley ℝ :=
  Matrix.of fun v w => if v = σ w then 1 else 0

/-- The valley matrix with `E` on the diagonal, `-a` between opposite valleys and `-b`
between perpendicular valleys. -/
def valleyH (E a b : ℝ) : Matrix Valley Valley ℝ :=
  Matrix.of fun v w => if v = w then E else if v.1 = w.1 then -a else -b

/-- A one-way coupling between perpendicular valleys: it moves amplitude from each axis to the one
before it in the cycle x → y → z → x. -/
def chiral : Matrix Valley Valley ℝ :=
  Matrix.of fun v w => if w.1 = (cyclic v).1 then 1 else 0

/-- The valley vector with equal amplitudes `c i` on the two valleys of axis `i`. -/
def evenState (c : Axis → ℝ) : Valley → ℝ := fun v => c v.1

/-- The valley vector with opposite amplitudes `c i` and `-c i` on the two valleys of axis `i`. -/
def oddState (c : Axis → ℝ) : Valley → ℝ := fun v => sgn v.2 * c v.1
```

**Q:** You could have written down the wrong permutations.

**A:** The next theorem compares them with explicit 3×3 matrices acting on the directions `dir v`, valley by valley.

```lean
/-- The three valley permutations are the action of a cyclic rotation, of diag(-1,-1,1) and of
the x-y swap on the valley directions. -/
theorem valley_action (v : Valley) :
    !![0, 0, 1; 1, 0, 0; 0, 1, 0] *ᵥ dir v = dir (cyclic v) ∧
    !![-1, 0, 0; 0, -1, 0; 0, 0, 1] *ᵥ dir v = dir (halfTurn v) ∧
    !![0, 1, 0; 1, 0, 0; 0, 0, 1] *ᵥ dir v = dir (mirror v) := by
  rcases v with ⟨_ | _ | _, _ | _⟩ <;> refine ⟨?_, ?_, ?_⟩ <;> ext k <;> fin_cases k <;>
    simp [dir, sgn, cyclic, halfTurn, mirror, Matrix.mulVec, dotProduct, Fin.sum_univ_succ]
```

What you must still accept for a real donor is that its level is spanned by six orthonormal valley states which the site symmetry permutes without extra phases.

**Q:** How does commuting restrict the entries?

**A:** Write P for the permutation matrix of σ. Compare the (σv, w) entries of the two products:

(PM)(σv, w) = M(v, w)
(MP)(σv, w) = M(σv, σw)

Commuting therefore means M(σv, σw) = M(v, w). The proof reads off these same entries; for the converse it writes each row index as σu.

```lean
/-- A matrix commutes with a valley permutation exactly when its entries are unchanged by it. -/
theorem commute_iff (σ : Equiv.Perm Valley) (M : Matrix Valley Valley ℝ) :
    Commute (permMat σ) M ↔ ∀ v w, M (σ v) (σ w) = M v w := by
  constructor
  · intro h v w
    have h' := congrFun (congrFun h.eq (σ v)) w
    simpa [permMat, Matrix.mul_apply] using h'.symm
  · intro h
    show permMat σ * M = M * permMat σ
    ext v w
    obtain ⟨u, rfl⟩ := σ.surjective v
    simpa [permMat, Matrix.mul_apply] using (h u w).symm
```

**Q:** Why do only three numbers survive?

**A:** Follow the 36 entries, with s and t denoting signs.

The rotation carries the x axis to y and z, and the half turn exchanges +x and −x. This makes the six diagonal entries equal, and likewise the six opposite-valley entries.

For perpendicular valleys, the rotation gives

M(xs, yt) = M(ys, zt) = M(zs, xt)

The half turn flips only s in the middle entry and both signs in the first. All sign choices are thus linked, and these 12 entries share a value B. The 12 entries in the reverse order share a value C in the same way. One more equation, M(+y, +x) = M(+x, +y), gives C = B.

In the proof, the `a` steps treat pairs on one axis, the `b` and `c` steps the two perpendicular classes, and `hs` is the joining equation. A check of all index pairs finishes it.

```lean
/-- If a matrix commutes with the two rotations and couples +x to +y as it couples +y to +x,
then it has the three-parameter valley form. -/
theorem form_of_rotations (M : Matrix Valley Valley ℝ)
    (h3 : Commute (permMat cyclic) M) (h2 : Commute (permMat halfTurn) M)
    (hs : M (.y, true) (.x, true) = M (.x, true) (.y, true)) :
    ∃ E a b, M = valleyH E a b := by
  have hc := (commute_iff _ _).1 h3
  have hh := (commute_iff _ _).1 h2
  -- pairs on one axis
  have a1 : ∀ s t, M (.y, s) (.y, t) = M (.x, s) (.x, t) := fun s t => hc (.x, s) (.x, t)
  have a2 : ∀ s t, M (.z, s) (.z, t) = M (.x, s) (.x, t) :=
    fun s t => (hc (.y, s) (.y, t)).trans (a1 s t)
  have a3 : M (.x, false) (.x, false) = M (.x, true) (.x, true) := hh (.x, true) (.x, true)
  have a4 : M (.x, false) (.x, true) = M (.x, true) (.x, false) := hh (.x, true) (.x, false)
  -- perpendicular pairs that follow the cycle
  have b1 : ∀ s t, M (.y, s) (.z, t) = M (.x, s) (.y, t) := fun s t => hc (.x, s) (.y, t)
  have b2 : ∀ s t, M (.z, s) (.x, t) = M (.x, s) (.y, t) :=
    fun s t => (hc (.y, s) (.z, t)).trans (b1 s t)
  have b3 : ∀ s t, M (.x, !s) (.y, t) = M (.x, s) (.y, t) :=
    fun s t => ((b1 (!s) t).symm.trans (hh (.y, s) (.z, t))).trans (b1 s t)
  have b4 : M (.x, false) (.y, false) = M (.x, true) (.y, true) := hh (.x, true) (.y, true)
  obtain ⟨B, hB⟩ : ∃ B, ∀ s t, M (.x, s) (.y, t) = B := by
    refine ⟨M (.x, true) (.y, true), ?_⟩
    rintro (_ | _) (_ | _)
    exacts [b4, b3 true true, (b3 false false).trans b4, rfl]
  -- perpendicular pairs that run against the cycle
  have c1 : ∀ s t, M (.z, s) (.y, t) = M (.y, s) (.x, t) := fun s t => hc (.y, s) (.x, t)
  have c2 : ∀ s t, M (.x, s) (.z, t) = M (.y, s) (.x, t) :=
    fun s t => (hc (.z, s) (.y, t)).trans (c1 s t)
  have c3 : ∀ s t, M (.y, s) (.x, !t) = M (.y, s) (.x, t) :=
    fun s t => ((c1 s (!t)).symm.trans (hh (.z, s) (.y, t))).trans (c1 s t)
  have c4 : M (.y, false) (.x, false) = M (.y, true) (.x, true) := hh (.y, true) (.x, true)
  have hC : ∀ s t, M (.y, s) (.x, t) = B := by
    have h0 := hs.trans (hB true true)
    rintro (_ | _) (_ | _)
    exacts [c4.trans h0, ((c3 false false).trans c4).trans h0, (c3 true true).trans h0, h0]
  obtain ⟨D, hD⟩ : ∃ D, M (.x, true) (.x, true) = D := ⟨_, rfl⟩
  obtain ⟨A, hA⟩ : ∃ A, M (.x, true) (.x, false) = A := ⟨_, rfl⟩
  refine ⟨D, -A, -B, ?_⟩
  ext ⟨i, s⟩ ⟨j, t⟩
  cases i <;> cases j <;> cases s <;> cases t <;>
    simp [valleyH, a1, a2, a3, a4, b1, b2, c1, c2, hB, hC, hD, hA]
```

The mirror supplies `hs`. Conversely, all three permutations preserve whether two valleys are equal, opposite or perpendicular, so every `valleyH` commutes with them.

```lean
/-- A real valley matrix commutes with the cyclic rotation, the half turn and the x-y mirror
exactly when it has one diagonal entry, one opposite-valley and one perpendicular-valley entry. -/
theorem commutes_iff_valleyH (M : Matrix Valley Valley ℝ) :
    (Commute (permMat cyclic) M ∧ Commute (permMat halfTurn) M ∧ Commute (permMat mirror) M) ↔
      ∃ E a b, M = valleyH E a b := by
  constructor
  · rintro ⟨h3, h2, hm⟩
    exact form_of_rotations M h3 h2 ((commute_iff _ _).1 hm (.x, true) (.y, true))
  · rintro ⟨E, a, b, rfl⟩
    simp only [commute_iff]
    refine ⟨?_, ?_, ?_⟩ <;> rintro ⟨_ | _ | _, _ | _⟩ ⟨_ | _ | _, _ | _⟩ <;>
      simp [valleyH, cyclic, halfTurn, mirror]
```

**Q:** A real Hamiltonian is symmetric anyway. Do I need the mirror?

**A:** No: symmetry of the matrix supplies `hs` too.

```lean
/-- For a real symmetric valley matrix, commuting with the two rotations already gives the
three-parameter form. -/
theorem symmetric_form (M : Matrix Valley Valley ℝ) (hM : M.IsSymm)
    (h3 : Commute (permMat cyclic) M) (h2 : Commute (permMat halfTurn) M) :
    ∃ E a b, M = valleyH E a b :=
  form_of_rotations M h3 h2 (hM.apply (.x, true) (.y, true))
```

With neither the mirror nor matrix symmetry, the two rotations do not suffice. `chiral` moves amplitude one way only, from each axis to the one before it in the cycle; it passes both rotations and fails the mirror. As a real matrix that is not symmetric, it is a mathematical counterexample and not a possible Hamiltonian.

```lean
/-- The chiral coupling commutes with both rotations but not with the mirror. -/
theorem chiral_breaks_mirror :
    Commute (permMat cyclic) chiral ∧ Commute (permMat halfTurn) chiral ∧
      ¬ Commute (permMat mirror) chiral := by
  simp only [commute_iff]
  refine ⟨?_, ?_, fun h => ?_⟩
  · rintro ⟨_ | _ | _, _ | _⟩ ⟨_ | _ | _, _ | _⟩ <;> simp [chiral, cyclic]
  · rintro ⟨_ | _ | _, _ | _⟩ ⟨_ | _ | _, _ | _⟩ <;> simp [chiral, cyclic, halfTurn]
  · have h' := h (.x, true) (.y, true)
    simp [chiral, cyclic, mirror] at h'
```

**Q:** And the energies?

**A:** Give both valleys of axis i the amplitude cᵢ. The matrix returns, on each of them,

E cᵢ − a cᵢ − 2b Σ(j≠i) cⱼ = (E − a + 2b) cᵢ − 2b Σⱼ cⱼ

For all cᵢ = 1 the sum is 3, giving E − a − 4b. For zero sum, E − a + 2b remains. With opposite amplitudes ±dᵢ, the perpendicular terms cancel and the opposite valley contributes +a, giving E + a.

Lean expands the valley sum into its six terms. `ring1` settles the uniform and odd vectors; `linear_combination` uses the zero-sum condition for the rest.

```lean
/-- A sum over the axes is the sum of its x, y and z terms. -/
theorem sum_axis (f : Axis → ℝ) : ∑ i, f i = f .x + f .y + f .z := by
  have h : (Finset.univ : Finset Axis) = {.x, .y, .z} := rfl
  rw [h]
  simp [add_assoc]

/-- The uniform vector has eigenvalue `E - a - 4b`, even vectors whose axis amplitudes sum to
zero have `E - a + 2b`, and odd vectors have `E + a`. -/
theorem valley_eigenvectors (E a b : ℝ) (c d : Axis → ℝ) (hc : ∑ i, c i = 0) :
    valleyH E a b *ᵥ evenState (fun _ => 1) = (E - a - 4 * b) • evenState (fun _ => 1) ∧
    valleyH E a b *ᵥ evenState c = (E - a + 2 * b) • evenState c ∧
    valleyH E a b *ᵥ oddState d = (E + a) • oddState d := by
  rw [sum_axis] at hc
  refine ⟨?_, ?_, ?_⟩ <;> ext ⟨i, s⟩ <;> cases i <;> cases s <;>
    simp only [Matrix.mulVec, dotProduct, Fintype.sum_prod_type, sum_axis, Fintype.sum_bool,
      valleyH, Matrix.of_apply, Prod.mk.injEq, reduceCtorEq, and_true, and_false,
      ↓reduceIte, evenState, oddState, sgn, Pi.smul_apply, smul_eq_mul]
  -- only the even vectors need the zero-sum condition
  any_goals ring1
  all_goals linear_combination (-2 * b) * hc

end

end ValleyInvariants
```

```lean
#print axioms ValleyInvariants.commutes_iff_valleyH
#print axioms ValleyInvariants.symmetric_form
#print axioms ValleyInvariants.chiral_breaks_mirror
#print axioms ValleyInvariants.valley_eigenvectors
```

```
'ValleyInvariants.commutes_iff_valleyH' depends on axioms: [propext, Classical.choice, Quot.sound]
'ValleyInvariants.symmetric_form' depends on axioms: [propext, Classical.choice, Quot.sound]
'ValleyInvariants.chiral_breaks_mirror' depends on axioms: [propext, Classical.choice, Quot.sound]
'ValleyInvariants.valley_eigenvectors' depends on axioms: [propext, Classical.choice, Quot.sound]
```

**Q:** Where do the multiplicities come from?

**A:** The last theorem gives the eigenvalue equations; the counting and the symmetry labels are ordinary algebra added here. Any valley vector splits into even and odd parts, and the even part into a uniform and a zero-sum part. These have 1 + 2 + 3 = 6 free amplitudes. The uniform vector is unchanged by every permutation, which is A1; the zero-sum even vectors carry the two-dimensional representation of the permutations of three axes, which is the doublet; the three odd amplitudes transform like the coordinates x, y, z, which is T2. Levels may coincide for special a and b. The vectors are unnormalised: the uniform one needs a factor 1/√6, and a nonzero even or odd one with amplitudes cᵢ needs 1/√(2 Σ cᵢ²).
